# Facets whose Wulff planes meet at a point of the Wulff shape have the least surface energy for their area vector

Cut a two-dimensional crystal at 45° between two low-energy faces. The cut can stay flat, or it can break up into small facets parallel to those faces. Which has the lower energy?

Take as energy per area (which in two dimensions means per length), in arbitrary units,

\[ \gamma(m)=|m_0|+|m_1|+|m_0m_1| , \]

where \(m=(m_0,m_1)\) is the unit normal. The first two terms count the broken nearest-neighbour bonds of a square lattice. The third is an illustrative penalty on orientations away from the axes. A flat cut of unit area has normal \(n=(1,1)/\sqrt2\) and energy \(\sqrt2+\tfrac12\). Two facets of area \(1/\sqrt2\), normal to the axes, have the same total area vector \(n\) and energy \(\sqrt2\). The facets win by \(\tfrac12\).

No other arrangement does better. Let \(x=(1,1)\). Every unit \(m\) satisfies \(\langle x,m\rangle=m_0+m_1\le\gamma(m)\), so facets with areas \(a_j\ge0\), normals \(m_j\) and \(\sum_j a_jm_j=n\) obey

\[ \sum_j a_j\gamma(m_j)\;\ge\;\sum_j a_j\langle x,m_j\rangle=\langle x,n\rangle=\sqrt2 . \]

The axis facets reach this bound because \(\langle x,m\rangle=\gamma(m)\) at both of their normals. The same argument works for any \(\gamma\) and in any dimension, provided that such a common contact point \(x\) is given. Its existence is a hypothesis of the theorems below.

## Surfaces as lists of facets

```lean
import Mathlib

open scoped InnerProductSpace

namespace WulffFaceting

noncomputable section
```

Below, `⟪x, m⟫_ℝ` is the real inner product \(\langle x,m\rangle\).

```lean
/-- A finite faceting with `k` facets: each facet has a unit normal and a nonnegative area. -/
structure Faceting (E : Type*) [NormedAddCommGroup E] (k : ℕ) where
  normal : Fin k → E
  area : Fin k → ℝ
  norm_normal : ∀ j, ‖normal j‖ = 1
  area_nonneg : ∀ j, 0 ≤ area j
```

A `Faceting E k` is a list of \(k\) facets, numbered \(0,\dots,k-1\) by the type `Fin k`. The letter `E` is the space in which the normals live, not an energy. The first two fields are data: a normal \(m_j\) and an area \(a_j\) for each facet. The last two are proofs that \(\|m_j\|=1\) and \(a_j\ge0\), so nobody can construct a faceting without supplying them. The list may be empty, and facets of zero area are allowed.

```lean
variable {E : Type*} [NormedAddCommGroup E] [InnerProductSpace ℝ E]

/-- The point `x` lies in the Wulff shape of the surface energy `γ`:
`⟪x, m⟫ ≤ γ m` for every unit normal `m`. -/
def InWulffShape (γ : E → ℝ) (x : E) : Prop :=
  ∀ m : E, ‖m‖ = 1 → ⟪x, m⟫_ℝ ≤ γ m
```

From here on `E` is any real inner product space; the physical cases are the plane and three-dimensional space. The surface energy `γ` is an arbitrary real function, of which only the values at unit vectors matter. Neither continuity nor positivity is required.

`InWulffShape γ x` says that \(\langle x,m\rangle\le\gamma(m)\) for every unit \(m\). Note that \(x\) carries the units of energy per area; it is a point of the Wulff construction, not a position on the surface. The Wulff shape enters only as the set of such points. That this shape minimises the surface energy of a crystal at fixed volume is a different statement, and it plays no part here.

```lean
/-- The total area vector of a faceting, the sum of area times normal. -/
def Faceting.areaVector {k : ℕ} (F : Faceting E k) : E :=
  ∑ j, F.area j • F.normal j
```

The area vector is \(A_F=\sum_j a_jm_j\). Surfaces that span the same boundary have the same area vector, and so the same signed projected area on every plane. The theorems hold only the area vector fixed, which is a weaker condition than a common boundary.

```lean
/-- The surface energy of a faceting, the sum of area times energy per area. -/
def Faceting.energy {k : ℕ} (F : Faceting E k) (γ : E → ℝ) : ℝ :=
  ∑ j, F.area j * γ (F.normal j)
```

The energy is \(W_F=\sum_j a_j\gamma(m_j)\). It is purely additive: edges, corners, elastic strain and interactions between facets contribute nothing.

```lean
/-- Every facet of positive area has its Wulff plane `⟪y, m⟫ = γ m` passing through `x`. -/
def Faceting.Touches {k : ℕ} (F : Faceting E k) (γ : E → ℝ) (x : E) : Prop :=
  ∀ j, 0 < F.area j → ⟪x, F.normal j⟫_ℝ = γ (F.normal j)
```

For each orientation \(m\), the Wulff plane is the set of \(y\) with \(\langle y,m\rangle=\gamma(m)\). `F.Touches γ x` says that the Wulff plane of every facet with \(a_j>0\) passes through \(x\). Facets of zero area are exempt, since they cost nothing whatever their orientation.

```lean
/-- The flat surface of unit normal `n` and unit area, as a faceting with one facet. -/
def flat (n : E) (hn : ‖n‖ = 1) : Faceting E 1 where
  normal := fun _ => n
  area := fun _ => 1
  norm_normal := fun _ => hn
  area_nonneg := fun _ => zero_le_one
```

The flat surface is a faceting with one facet, of normal \(n\) and area 1. The argument `hn` is a proof that \(\|n\|=1\).

## The energy above the bound is a sum of gaps

```lean
/-- The energy of a faceting exceeds `⟪x, area vector⟫` by the area-weighted sum of the
gaps `γ m - ⟪x, m⟫` of its facets. -/
theorem energy_excess {k : ℕ} (F : Faceting E k) (γ : E → ℝ) (x : E) :
    F.energy γ - ⟪x, F.areaVector⟫_ℝ =
      ∑ j, F.area j * (γ (F.normal j) - ⟪x, F.normal j⟫_ℝ) := by
  simp only [Faceting.energy, Faceting.areaVector, inner_sum, real_inner_smul_right,
    mul_sub, Finset.sum_sub_distrib]
```

By linearity of the inner product,

\[ W_F-\langle x,A_F\rangle=\sum_j a_j\gamma(m_j)-\sum_j a_j\langle x,m_j\rangle=\sum_j a_j\bigl(\gamma(m_j)-\langle x,m_j\rangle\bigr). \]

This identity holds for every \(x\), inside the Wulff shape or not. The proof is a single call to `simp only`, which unfolds the definitions and rewrites with the listed rules: `inner_sum` and `real_inner_smul_right` carry the inner product through the sum and the areas, and the other two split the right-hand side.

```lean
/-- Any point `x` of the Wulff shape bounds the energy of every faceting from below by
`⟪x, area vector⟫`. -/
theorem inner_le_energy {γ : E → ℝ} {x : E} (hx : InWulffShape γ x)
    {k : ℕ} (F : Faceting E k) : ⟪x, F.areaVector⟫_ℝ ≤ F.energy γ := by
  have h := energy_excess F γ x
  have hpos : 0 ≤ ∑ j, F.area j * (γ (F.normal j) - ⟪x, F.normal j⟫_ℝ) :=
    Finset.sum_nonneg fun j _ =>
      mul_nonneg (F.area_nonneg j) (sub_nonneg.2 (hx _ (F.norm_normal j)))
  linarith
```

If \(x\) lies in the Wulff shape, each gap \(\gamma(m_j)-\langle x,m_j\rangle\) is nonnegative. So is each area, hence the whole sum, and therefore \(\langle x,A_F\rangle\le W_F\). In the Lean proof `hpos` is the statement that the sum is nonnegative, and `linarith`, which settles linear inequalities, combines it with the identity `h`.

## When the bound is reached

```lean
/-- For `x` in the Wulff shape, the lower bound is attained exactly by the facetings whose
facets of positive area all touch `x`. -/
theorem energy_eq_iff_touches {γ : E → ℝ} {x : E} (hx : InWulffShape γ x)
    {k : ℕ} (F : Faceting E k) :
    F.energy γ = ⟪x, F.areaVector⟫_ℝ ↔ F.Touches γ x := by
  -- a sum of nonnegative terms vanishes only if each term does
  rw [← sub_eq_zero, energy_excess, Finset.sum_eq_zero_iff_of_nonneg (fun j _ =>
    mul_nonneg (F.area_nonneg j) (sub_nonneg.2 (hx _ (F.norm_normal j))))]
  constructor
  · intro h j hj
    rcases mul_eq_zero.1 (h j (Finset.mem_univ j)) with h0 | h0 <;> linarith
  · intro h j _
    rcases (F.area_nonneg j).eq_or_lt with h0 | h0
    · rw [← h0, zero_mul]
    · rw [h j h0, sub_self, mul_zero]
```

The theorem says that \(W_F=\langle x,A_F\rangle\) if and only if every facet of positive area touches \(x\). By hand: equality means that the sum of the terms \(a_j(\gamma(m_j)-\langle x,m_j\rangle)\) is zero. The terms are nonnegative, so each one is zero. Where \(a_j>0\), the gap itself must then vanish, which is contact. Conversely, a term vanishes if its facet has zero area or is in contact.

The step from the sum to its terms is made by the Mathlib lemma `Finset.sum_eq_zero_iff_of_nonneg`, which deserves a closer look. Given a proof that all terms of a finite sum are nonnegative, it returns the equivalence

\[ \sum_j t_j=0\iff t_j=0\ \text{for every } j . \]

Without information on the signs this would fail, since terms \(1\) and \(-1\) can cancel. The expression beginning `fun j _ =>` is the required proof: it takes a facet `j` and returns the nonnegativity of its term, built from `F.area_nonneg j` and from the Wulff inequality `hx` at that facet's normal. Because the lemma is an equivalence, `rw` can use it to replace the left side of the goal. One equation between energies becomes a separate condition on each facet, and this is how a statement about a total yields information about individual orientations.

After that, `constructor` splits the "if and only if" into its two directions. In the first, `mul_eq_zero` says that either the area or the gap is zero; the former contradicts positive area, and the latter is contact. In the second, the area is either zero or positive, and the term vanishes in both cases.

## The minimum and the fate of the flat surface

```lean
/-- If the facets of positive area of `F` all touch one point `x` of the Wulff shape, then `F`
has energy `⟪x, n⟫`, with `n` its area vector, and this is the least energy of all finite
facetings with area vector `n`. -/
theorem touching_faceting_isLeast {γ : E → ℝ} {x n : E} (hx : InWulffShape γ x)
    {k : ℕ} (F : Faceting E k) (hF : F.Touches γ x) (hn : F.areaVector = n) :
    F.energy γ = ⟪x, n⟫_ℝ ∧
      IsLeast {e : ℝ | ∃ (l : ℕ) (G : Faceting E l), G.areaVector = n ∧ G.energy γ = e}
        ⟪x, n⟫_ℝ := by
  have hE : F.energy γ = ⟪x, n⟫_ℝ := by
    rw [← hn]
    exact (energy_eq_iff_touches hx F).2 hF
  refine ⟨hE, ⟨k, F, hn, hE⟩, ?_⟩
  rintro e ⟨l, G, hG, rfl⟩
  rw [← hG]
  exact inner_le_energy hx G
```

Suppose \(F\) touches \(x\) and has area vector \(n\), which may have any length here. Then \(W_F=\langle x,n\rangle\) by the previous theorem, and any other faceting \(G\) with area vector \(n\) satisfies \(W_G\ge\langle x,n\rangle\) by the lower bound.

The set in braces collects the energies of all facetings with area vector \(n\), with any number `l` of facets and any normals. `IsLeast` of a set and a number means that the number belongs to the set and is a lower bound for it, so this is an attained minimum and not merely an infimum. Accordingly, the proof first offers \(F\) as the member with this energy, then takes an arbitrary competitor `G` and applies `inner_le_energy`.

```lean
/-- Let a faceting with unit area vector `n` touch the point `x` of the Wulff shape with all its
facets of positive area. Then some faceting with area vector `n` has lower energy than the flat
surface of normal `n` and unit area if and only if `γ n > ⟪x, n⟫`. -/
theorem flat_beaten_iff {γ : E → ℝ} {x n : E} (hx : InWulffShape γ x)
    {k : ℕ} (F : Faceting E k) (hF : F.Touches γ x) (hFn : F.areaVector = n)
    (hn : ‖n‖ = 1) :
    (∃ (l : ℕ) (G : Faceting E l), G.areaVector = n ∧ G.energy γ < (flat n hn).energy γ) ↔
      γ n > ⟪x, n⟫_ℝ := by
  have hflat : (flat n hn).energy γ = γ n := by simp [Faceting.energy, flat]
  rw [hflat]
  constructor
  · rintro ⟨l, G, hG, hlt⟩
    have h := inner_le_energy hx G
    rw [hG] at h
    linarith
  · intro h
    have hE := (touching_faceting_isLeast hx F hF hFn).1
    exact ⟨k, F, hFn, by linarith⟩
```

Now \(n\) is a unit vector, and the flat surface has energy \(\gamma(n)\), which is recorded as `hflat`. If some \(G\) with area vector \(n\) beats it, then

\[ \langle x,n\rangle\le W_G<\gamma(n). \]

If conversely \(\gamma(n)>\langle x,n\rangle\), the touching faceting \(F\) itself is a winner, because \(W_F=\langle x,n\rangle\). The two bullets of the proof are these two directions. In the remaining case, \(\gamma(n)=\langle x,n\rangle\), the flat surface ties with \(F\).

Surface energies from electronic-structure calculations can serve as values of \(\gamma\). Once a point \(x\) of the Wulff shape and a faceting with area vector \(n\) that touches it are known, the criterion tells whether the flat surface of normal \(n\) is stable against faceting, in a model with no edge or elastic energy. The Wulff inequality is required at every orientation, so a finite set of computed values supports a comparison only among facets from that set.

The theorems compare lists of facets. For a real crystal it has still to be checked that the winning list can be assembled into a connected surface whose edges cost negligible energy.

```lean
/-- Let `F` touch the point `x` of the Wulff shape with all its facets of positive area. A faceting
`G` with the same area vector has the least energy of all finite facetings with that area vector if
and only if its facets of positive area all touch the same `x`. -/
theorem optimal_iff_touches {γ : E → ℝ} {x : E} (hx : InWulffShape γ x)
    {k l : ℕ} (F : Faceting E k) (hF : F.Touches γ x)
    (G : Faceting E l) (hG : G.areaVector = F.areaVector) :
    (∀ (p : ℕ) (H : Faceting E p), H.areaVector = F.areaVector → G.energy γ ≤ H.energy γ) ↔
      G.Touches γ x := by
  rw [← energy_eq_iff_touches hx G, hG]
  constructor
  · intro h
    have h1 := h k F rfl
    have h2 := (energy_eq_iff_touches hx F).2 hF
    have h3 := inner_le_energy hx G
    rw [hG] at h3
    linarith
  · intro h p H hH
    have h1 := inner_le_energy hx H
    rw [hH] at h1
    linarith
```

This describes all minimisers. Let \(F\) touch \(x\), and let \(G\) have the same area vector. If \(G\) has the least energy, then

\[ \langle x,A_F\rangle\le W_G\le W_F=\langle x,A_F\rangle , \]

so \(G\) reaches the bound and must touch \(x\). If \(G\) touches \(x\), its energy equals the lower bound that every competitor \(H\) obeys. The proof first uses `energy_eq_iff_touches` to replace contact by equality of energies, and then follows these two chains. Minimisers need not be unique: cutting one facet into two parallel ones changes neither the area vector nor the energy.

## The tilted planar surface

```lean
/-- A planar model surface energy, `|m₀| + |m₁| + |m₀ m₁|`. -/
def modelEnergy (m : EuclideanSpace ℝ (Fin 2)) : ℝ :=
  |m 0| + |m 1| + |m 0 * m 1|
```

This is the energy of the opening example, with components numbered 0 and 1 as in Lean. `EuclideanSpace ℝ (Fin 2)` is the plane with its usual length.

```lean
/-- The planar faceting with areas `a` and `b` of facets normal to the two axes. -/
def axisFaceting (a b : ℝ) (ha : 0 ≤ a) (hb : 0 ≤ b) :
    Faceting (EuclideanSpace ℝ (Fin 2)) 2 where
  normal := ![!₂[1, 0], !₂[0, 1]]
  area := ![a, b]
  norm_normal := by
    intro j
    fin_cases j <;> simp [EuclideanSpace.norm_eq, Fin.sum_univ_two]
  area_nonneg := by
    intro j
    fin_cases j
    · exact ha
    · exact hb
```

Two facets have normals \((1,0)\) and \((0,1)\) and areas \(a\) and \(b\). The notation `!₂[1, 0]` writes a vector of the Euclidean plane by its components. The two proof fields are checked facet by facet, with `fin_cases j` running through the two values of the index.

```lean
/-- For the model energy, the point `(1, 1)` lies in the Wulff shape and is touched by the axis
facets; they build up any unit normal `n` with positive components at a lower energy than the
flat surface. -/
theorem axisFaceting_witness (n : EuclideanSpace ℝ (Fin 2)) (hn : ‖n‖ = 1)
    (h0 : 0 < n 0) (h1 : 0 < n 1) :
    InWulffShape modelEnergy !₂[1, 1] ∧
      (axisFaceting (n 0) (n 1) h0.le h1.le).Touches modelEnergy !₂[1, 1] ∧
      (axisFaceting (n 0) (n 1) h0.le h1.le).areaVector = n ∧
      (axisFaceting (n 0) (n 1) h0.le h1.le).energy modelEnergy <
        (flat n hn).energy modelEnergy := by
  have hinner : ∀ m : EuclideanSpace ℝ (Fin 2),
      ⟪(!₂[1, 1] : EuclideanSpace ℝ (Fin 2)), m⟫_ℝ = m 0 + m 1 := by
    intro m
    simp [PiLp.inner_apply, Fin.sum_univ_two]
  refine ⟨?_, ?_, ?_, ?_⟩
  · intro m _
    rw [hinner, modelEnergy]
    linarith [le_abs_self (m 0), le_abs_self (m 1), abs_nonneg (m 0 * m 1)]
  · intro j _
    rw [hinner]
    fin_cases j <;> simp [axisFaceting, modelEnergy]
  · ext i
    fin_cases i <;> simp [Faceting.areaVector, axisFaceting, Fin.sum_univ_two]
  · -- the flat surface pays the extra product term
    have hA : (axisFaceting (n 0) (n 1) h0.le h1.le).energy modelEnergy = n 0 + n 1 := by
      simp [Faceting.energy, axisFaceting, modelEnergy, Fin.sum_univ_two]
    have hB : (flat n hn).energy modelEnergy = modelEnergy n := by
      simp [Faceting.energy, flat]
    rw [hA, hB, modelEnergy, abs_of_pos h0, abs_of_pos h1, abs_of_pos (mul_pos h0 h1)]
    linarith [mul_pos h0 h1]

end

end WulffFaceting
```

The 45° cut is replaced by any unit normal \(n\) with \(n_0>0\) and \(n_1>0\), and the facets receive areas \(n_0\) and \(n_1\). The theorem makes four statements, proved in order by the four bullets.

1. The point \((1,1)\) lies in the Wulff shape, since \(m_0+m_1\le|m_0|+|m_1|+|m_0m_1|\).
2. Both facets touch it: at each axis normal, \(\langle x,m\rangle\) and \(\gamma(m)\) are both 1.
3. The area vector is \(n_0(1,0)+n_1(0,1)=n\).
4. The facets cost \(n_0+n_1\), and the flat surface costs \(n_0+n_1+n_0n_1\), which is larger by \(n_0n_1>0\).

The hypotheses of the general theorems are therefore met by a concrete energy for which the flat surface loses strictly. At 45° the difference \(n_0n_1\) is the \(\tfrac12\) found at the start.

```lean
#print axioms WulffFaceting.touching_faceting_isLeast
#print axioms WulffFaceting.flat_beaten_iff
#print axioms WulffFaceting.optimal_iff_touches
```

```
'WulffFaceting.touching_faceting_isLeast' depends on axioms: [propext, Classical.choice, Quot.sound]
'WulffFaceting.flat_beaten_iff' depends on axioms: [propext, Classical.choice, Quot.sound]
'WulffFaceting.optimal_iff_touches' depends on axioms: [propext, Classical.choice, Quot.sound]
```
